# The scaled limit of a Slater determinant when all electrons on a line meet at one point

## A Taylor remainder that looks too large

To describe \(N\) same-spin electrons on a line that all meet at a point \(x\), I fix real numbers \(y_i\), put electron \(i\) at \(x+hy_i\), and let \(h\) shrink to zero. Their Slater determinant then seems to vanish like \(h^{N(N-1)/2}\), one factor of \(h\) per pair, and I would like the coefficient.

My trouble is with the error terms. For three electrons the determinant is of order \(h^3\). If the orbitals are only twice continuously differentiable, Taylor's theorem gives each entry up to an error \(o(h^2)\), which may be much larger than \(h^3\). How can I trust a coefficient obtained from the truncated expansions? And does it depend on the orbitals and on the \(y_i\) in some entangled way?

## Each row needs only its own order in \(h\)

The coefficient can be trusted, and it factorises. For \(N=n+1\) real orbitals \(\varphi_0,\dots,\varphi_n\) that are \(n\) times continuously differentiable, with \(h\to0\) through nonzero values,

\[
\frac{\det\big(\varphi_j(x+hy_i)\big)}{h^{(n+1)n/2}}\;\longrightarrow\;\prod_{i<k}(y_k-y_i)\;\det\!\left(\frac{\varphi_j^{(k)}(x)}{k!}\right),
\]

where all indices run from \(0\) to \(n\). The first factor knows only the shape of the approach, the second only the orbitals at \(x\). Here \(h\) is a scale parameter, not Planck's constant.

### Combining the electrons so that one derivative survives

Write \(c_m=\varphi^{(m)}(x)/m!\) for one orbital \(\varphi\). Taylor's theorem gives

\[
\varphi(x+hy_i)=\sum_{m=0}^{n}h^m y_i^m c_m+R_i(h),\qquad \frac{R_i(h)}{h^k}\to0\ \text{ for every } k\le n .
\]

Suppose first that the \(y_i\) are distinct. The Vandermonde matrix \(V_{im}=y_i^m\) then has an inverse \(W\), so \(\sum_i W_{ki}y_i^m=\delta_{km}\). Row \(k\) of \(W\) is a finite-difference stencil: it removes every power of \(h\) up to \(h^n\) except \(h^k\), and

\[
\frac{1}{h^k}\sum_i W_{ki}\,\varphi(x+hy_i)=c_k+\sum_i W_{ki}\frac{R_i(h)}{h^k}\longrightarrow c_k .
\]

This settles the worry about the remainder. Row \(k\) is divided only by \(h^k\) with \(k\le n\), and not by the full power \(h^{(n+1)n/2}\), which is higher than \(h^n\) once \(n\ge2\). So an error \(o(h^n)\) is small enough in every row.

Now let \(F(h)\) be the matrix with entries \(\varphi_j(x+hy_i)\), and let \(G(h)\) hold the stencil values of all orbitals, so that \(G(h)=\mathrm{diag}(h^{-k})\,W\,F(h)\). Since \(0+1+\dots+n=(n+1)n/2\),

\[
\det G(h)=h^{-(n+1)n/2}\,\det W\,\det F(h).
\]

Multiplying by \(\det V\) and using \(\det V\det W=1\) gives

\[
\frac{\det F(h)}{h^{(n+1)n/2}}=\det V\,\det G(h).
\]

The entries of \(G(h)\) converge to the Taylor coefficients and the determinant is continuous, so the right side converges to \(\det V\det(\varphi_j^{(k)}(x)/k!)\). Finally, \(\det V=\prod_{i<k}(y_k-y_i)\).

If two of the \(y_i\) coincide, \(F(h)\) has two equal rows and the Vandermonde product has a zero factor. Both sides vanish.

### Two electrons, and an orbital with a kink

For \(N=2\) the limit is \((y_1-y_0)\,(\varphi_0\varphi_1'-\varphi_1\varphi_0')(x)\), the separation times the Wronskian. For \(N=1\) the law says only that the orbital is continuous at \(x\).

The limit can be zero for distinct \(y_i\). With \(\varphi_0=1\), \(\varphi_1=t^2\) and \(x=0\), the determinant is \(h^2(y_1^2-y_0^2)\), which vanishes faster than \(h\).

Continuity of the orbitals is not enough for two electrons. Take \(\varphi_0=1\), \(\varphi_1=|t|\), \(x=0\), \(y_0=0\), \(y_1=1\). The determinant is \(|h|\), and \(|h|/h\) has different limits from the two sides. The functions in these two examples, like the polynomial orbitals below, are not square-integrable on the line, so they only model orbitals locally. Multiplying each of them by \(e^{-t^2}\) makes them square-integrable; at \(x=0\) this multiplies the determinant by a factor that tends to \(1\), so both conclusions stand.

### What the Lean statements say

`slater φ r` is the determinant of \(\varphi_j(r_i)\), with electrons labelling rows and orbitals labelling columns. It omits the usual factor \(1/\sqrt{N!}\); for the normalised wave function of orthonormal orbitals, the limit carries that factor too. `taylorCoeff φ x k` is \(\varphi^{(k)}(x)/k!\), and `taylorDet` is the determinant of these coefficients, which is the Wronskian divided by \(\prod_k k!\).

In `coalescence_law`, the hypothesis `ContDiff ℝ n (φ j)` requires \(n\) continuous derivatives on the whole line. The filter `𝓝[≠] 0` lets \(h\) approach zero from both sides without reaching it. The product over `Finset.Ioi i` runs over pairs \(i<k\). The \(y_i\) are arbitrary but stay fixed as \(h\) shrinks.

Three further theorems accompany the law:

- `coalescence_law_polynomial` treats polynomial orbitals, with formal derivatives and any \(N\), including the empty determinant at \(N=0\).
- `ratio_universal` says that the ratio of two Slater determinants tends to the ratio of their Taylor determinants, whatever the distinct \(y_i\), if the Taylor determinant in the denominator is nonzero.
- `slater_monomial` says that for the orbitals \(1,t,\dots,t^n\) the determinant equals \(h^{(n+1)n/2}\prod_{i<k}(y_k-y_i)\) at every \(h\).

For a single determinant of real orbitals in one dimension, the law gives the leading behaviour of the wave function as all electrons approach one point in fixed proportions, provided the \(y_i\) are distinct and the Taylor determinant at that point is nonzero. Otherwise it says only that the determinant vanishes faster than \(h^{(n+1)n/2}\). The step left to physics is to identify the state of the electrons with one such determinant; for interacting electrons this is in general an approximation.

```lean
import Mathlib

open Filter Topology Asymptotics

namespace SlaterCoalescence

noncomputable section

/-- The Slater determinant of the orbitals `φ j` with electron `i` at position `r i`,
without the normalisation factor. -/
def slater {N : ℕ} (φ : Fin N → ℝ → ℝ) (r : Fin N → ℝ) : ℝ :=
  (Matrix.of fun i j => φ j (r i)).det

/-- The Taylor coefficient of order `k` of an orbital at `x`: its `k`-th derivative over `k!`. -/
def taylorCoeff (φ : ℝ → ℝ) (x : ℝ) (k : ℕ) : ℝ :=
  iteratedDeriv k φ x / (k.factorial : ℝ)

/-- The determinant of the Taylor coefficients of orders `0, ..., N - 1` of `N` orbitals at `x`. -/
def taylorDet {N : ℕ} (φ : Fin N → ℝ → ℝ) (x : ℝ) : ℝ :=
  (Matrix.of fun (k : Fin N) j => taylorCoeff (φ j) x k).det

/-- For an `n` times continuously differentiable orbital, the error of the Taylor polynomial of
degree `n` at the point `x + h y` is negligible against `h ^ k` for every `k ≤ n`. -/
theorem taylor_remainder {n : ℕ} {φ : ℝ → ℝ} (hφ : ContDiff ℝ n φ) (x y : ℝ)
    {k : ℕ} (hk : k ≤ n) :
    Tendsto (fun h : ℝ => (φ (x + h * y) -
      ∑ m : Fin (n + 1), (h * y) ^ (m : ℕ) * taylorCoeff φ x m) / h ^ k)
      (𝓝[≠] 0) (𝓝 0) := by
  have h0 := taylor_isLittleO (s := Set.univ) convex_univ (Set.mem_univ x) hφ.contDiffOn
  rw [nhdsWithin_univ] at h0
  have ht : Tendsto (fun h : ℝ => x + h * y) (𝓝 0) (𝓝 x) := by
    have hc : Continuous fun h : ℝ => x + h * y := by fun_prop
    simpa using hc.tendsto 0
  have h1 := h0.comp_tendsto ht
  -- the error scale `(h y) ^ n` is bounded by a multiple of `h ^ k`
  have h2 : (fun h : ℝ => (x + h * y - x) ^ n) =O[𝓝 0] fun h : ℝ => h ^ k := by
    have e : (fun h : ℝ => (x + h * y - x) ^ n) =
        fun h : ℝ => (h ^ (n - k) * y ^ n) * h ^ k := by
      funext h
      have hp : h ^ n = h ^ (n - k) * h ^ k := by rw [← pow_add, Nat.sub_add_cancel hk]
      rw [show x + h * y - x = h * y by ring, mul_pow, hp]
      ring
    rw [e]
    have hc : Continuous fun h : ℝ => h ^ (n - k) * y ^ n := by fun_prop
    have hb := (hc.tendsto 0).isBigO_one ℝ
    exact (hb.mul (isBigO_refl (fun h : ℝ => h ^ k) (𝓝 0))).congr_right fun h => one_mul _
  have h3 := (h1.trans_isBigO h2).tendsto_div_nhds_zero
  refine (h3.mono_left nhdsWithin_le_nhds).congr fun h => ?_
  simp only [Function.comp_apply, taylor_within_apply, iteratedDerivWithin_univ, smul_eq_mul,
    taylorCoeff, add_sub_cancel_left]
  rw [Fin.sum_univ_eq_sum_range
    (fun m => (h * y) ^ m * (iteratedDeriv m φ x / (m.factorial : ℝ))) (n + 1)]
  congr 2
  exact Finset.sum_congr rfl fun m _ => by ring

/-- Finite-difference stencils: if `W` inverts the Vandermonde matrix of the nodes `y`, then row
`k` of `W`, applied to the values of a `C^n` orbital at `x + h y i` and divided by `h ^ k`,
tends to the Taylor coefficient of order `k`. -/
theorem stencil_tendsto {n : ℕ} {φ : ℝ → ℝ} (hφ : ContDiff ℝ n φ) (x : ℝ)
    (y : Fin (n + 1) → ℝ) (W : Matrix (Fin (n + 1)) (Fin (n + 1)) ℝ)
    (hW : W * Matrix.vandermonde y = 1) (k : Fin (n + 1)) :
    Tendsto (fun h : ℝ => (∑ i, W k i * φ (x + h * y i)) / h ^ (k : ℕ))
      (𝓝[≠] 0) (𝓝 (taylorCoeff φ x k)) := by
  have hs := tendsto_finsetSum Finset.univ fun i (_ : i ∈ Finset.univ) =>
    (taylor_remainder hφ x (y i) (Nat.lt_succ_iff.mp k.isLt)).const_mul (W k i)
  simp only [mul_zero, Finset.sum_const_zero] at hs
  have hs' := hs.add_const (taylorCoeff φ x k)
  rw [zero_add] at hs'
  refine hs'.congr' ?_
  filter_upwards [self_mem_nhdsWithin] with h hh
  have hh0 : h ≠ 0 := hh
  have hk : ∀ m : Fin (n + 1), ∑ i, W k i * y i ^ (m : ℕ) = if k = m then 1 else 0 := by
    intro m
    have := congrFun (congrFun hW k) m
    simpa only [Matrix.mul_apply, Matrix.vandermonde_apply, Matrix.one_apply] using this
  -- the stencil picks the single power `h ^ k` out of the Taylor polynomial
  have key : ∑ i, W k i * ∑ m : Fin (n + 1), (h * y i) ^ (m : ℕ) * taylorCoeff φ x m
      = h ^ (k : ℕ) * taylorCoeff φ x k := by
    calc _ = ∑ m : Fin (n + 1), h ^ (m : ℕ) * taylorCoeff φ x m *
          ∑ i, W k i * y i ^ (m : ℕ) := by
          simp_rw [Finset.mul_sum]
          rw [Finset.sum_comm]
          refine Finset.sum_congr rfl fun m _ => Finset.sum_congr rfl fun i _ => ?_
          rw [mul_pow]
          ring
      _ = _ := by
          simp only [hk, mul_ite, mul_one, mul_zero, Finset.sum_ite_eq, Finset.mem_univ, if_true]
  simp only [← mul_div_assoc, mul_sub]
  rw [← Finset.sum_div, Finset.sum_sub_distrib, key, sub_div,
    mul_div_cancel_left₀ _ (pow_ne_zero _ hh0), sub_add_cancel]

/-- The powers `h ^ 0, ..., h ^ n` multiply to `h ^ ((n + 1) n / 2)`. -/
theorem prod_powers (n : ℕ) (h : ℝ) :
    ∏ k : Fin (n + 1), h ^ (k : ℕ) = h ^ ((n + 1) * n / 2) := by
  have hs : ∑ k : Fin (n + 1), (k : ℕ) = (n + 1) * n / 2 :=
    (Fin.sum_univ_eq_sum_range (fun k => k) (n + 1)).trans (Finset.sum_range_id (n + 1))
  rw [Finset.prod_pow_eq_pow_sum, hs]

/-- Universal coalescence law: for `n + 1` orbitals of class `C^n` and electrons at `x + h y i`,
the Slater determinant over `h ^ ((n + 1) n / 2)` tends, as nonzero `h` tends to `0`, to the
Vandermonde product of the `y i` times the determinant of Taylor coefficients at `x`. -/
theorem coalescence_law {n : ℕ} {φ : Fin (n + 1) → ℝ → ℝ} (hφ : ∀ j, ContDiff ℝ n (φ j))
    (x : ℝ) (y : Fin (n + 1) → ℝ) :
    Tendsto (fun h : ℝ => slater φ (fun i => x + h * y i) / h ^ ((n + 1) * n / 2))
      (𝓝[≠] 0) (𝓝 ((∏ i, ∏ k ∈ Finset.Ioi i, (y k - y i)) * taylorDet φ x)) := by
  rw [← Matrix.det_vandermonde]
  by_cases hy : Function.Injective y
  · have hV := Matrix.det_vandermonde_ne_zero_iff.mpr hy
    have hW := Matrix.nonsing_inv_mul (Matrix.vandermonde y) (isUnit_iff_ne_zero.mpr hV)
    set W := (Matrix.vandermonde y)⁻¹
    -- the matrix of stencil values converges entry by entry
    let G : ℝ → Matrix (Fin (n + 1)) (Fin (n + 1)) ℝ := fun h =>
      Matrix.of fun k j => (∑ i, W k i * φ j (x + h * y i)) / h ^ (k : ℕ)
    have hG : Tendsto G (𝓝[≠] 0)
        (𝓝 (Matrix.of fun (k : Fin (n + 1)) j => taylorCoeff (φ j) x k)) :=
      tendsto_pi_nhds.2 fun k => tendsto_pi_nhds.2 fun j => stencil_tendsto (hφ j) x y W hW k
    have hc : Continuous fun A : Matrix (Fin (n + 1)) (Fin (n + 1)) ℝ => A.det :=
      continuous_id.matrix_det
    refine (((hc.tendsto _).comp hG).const_mul (Matrix.vandermonde y).det).congr fun h => ?_
    have hfac : G h = Matrix.diagonal (fun k : Fin (n + 1) => (h ^ (k : ℕ))⁻¹) *
        (W * Matrix.of fun i j => φ j (x + h * y i)) := by
      ext k j
      rw [Matrix.diagonal_mul, Matrix.mul_apply]
      exact div_eq_inv_mul _ _
    have hdet : W.det * (Matrix.vandermonde y).det = 1 := by
      rw [← Matrix.det_mul, hW, Matrix.det_one]
    simp only [Function.comp_apply]
    rw [hfac, Matrix.det_mul, Matrix.det_mul, Matrix.det_diagonal, Finset.prod_inv_distrib,
      prod_powers, slater, div_eq_mul_inv]
    linear_combination (h ^ ((n + 1) * n / 2))⁻¹ *
      (Matrix.of fun i j => φ j (x + h * y i)).det * hdet
  · -- two electrons at the same place: both sides vanish
    have hV : (Matrix.vandermonde y).det = 0 :=
      not_not.mp (mt Matrix.det_vandermonde_ne_zero_iff.mp hy)
    simp only [Function.Injective, not_forall] at hy
    obtain ⟨i, k, hik, hne⟩ := hy
    have hz : ∀ h : ℝ, slater φ (fun i => x + h * y i) = 0 := fun h =>
      Matrix.det_zero_of_row_eq hne (by funext j; simp only [Matrix.of_apply, hik])
    simp only [hz, hV, zero_div, zero_mul]
    exact tendsto_const_nhds

/-- The coalescence law for `N` polynomial orbitals, with the derivatives taken formally. -/
theorem coalescence_law_polynomial {N : ℕ} (p : Fin N → Polynomial ℝ) (x : ℝ) (y : Fin N → ℝ) :
    Tendsto (fun h : ℝ => slater (fun j t => (p j).eval t) (fun i => x + h * y i) /
        h ^ (N * (N - 1) / 2)) (𝓝[≠] 0)
      (𝓝 ((∏ i, ∏ k ∈ Finset.Ioi i, (y k - y i)) * (Matrix.of fun (k : Fin N) j =>
        (Polynomial.derivative^[(k : ℕ)] (p j)).eval x / ((k : ℕ).factorial : ℝ)).det)) := by
  have hd : ∀ (k : ℕ) (q : Polynomial ℝ), iteratedDeriv k (fun t => q.eval t) =
      fun t => (Polynomial.derivative^[k] q).eval t := by
    intro k q
    induction k with
    | zero => simp
    | succ k ih =>
      rw [iteratedDeriv_succ, ih, Function.iterate_succ_apply']
      funext t
      exact (Polynomial.hasDerivAt _ t).deriv
  cases N with
  | zero => simp [slater]
  | succ n =>
    have hp : ∀ j, ContDiff ℝ n (fun t => (p j).eval t) := by
      intro j
      induction p j using Polynomial.induction_on' with
      | add q r hq hr =>
        simp only [Polynomial.eval_add]
        exact hq.add hr
      | monomial m a =>
        simp only [Polynomial.eval_monomial]
        exact contDiff_const.mul (contDiff_id.pow m)
    have h := coalescence_law hp x y
    simp only [taylorDet, taylorCoeff, hd] at h
    exact h

/-- For distinct `y i`, the ratio of two Slater determinants of `C^n` orbitals tends at
coalescence to the ratio of their Taylor determinants, whatever the `y i`, provided the
Taylor determinant in the denominator is nonzero. -/
theorem ratio_universal {n : ℕ} {φ χ : Fin (n + 1) → ℝ → ℝ} (hφ : ∀ j, ContDiff ℝ n (φ j))
    (hχ : ∀ j, ContDiff ℝ n (χ j)) (x : ℝ) {y : Fin (n + 1) → ℝ}
    (hy : Function.Injective y) (h0 : taylorDet χ x ≠ 0) :
    Tendsto (fun h : ℝ => slater φ (fun i => x + h * y i) / slater χ (fun i => x + h * y i))
      (𝓝[≠] 0) (𝓝 (taylorDet φ x / taylorDet χ x)) := by
  have hV := Matrix.det_vandermonde_ne_zero_iff.mpr hy
  rw [Matrix.det_vandermonde] at hV
  have h := (coalescence_law hφ x y).div (coalescence_law hχ x y) (mul_ne_zero hV h0)
  rw [mul_div_mul_left _ _ hV] at h
  refine h.congr' ?_
  filter_upwards [self_mem_nhdsWithin] with t ht
  have ht0 : t ≠ 0 := ht
  exact div_div_div_cancel_right₀ (pow_ne_zero _ ht0) _ _

/-- For the monomial orbitals `1, t, ..., t ^ n` the Slater determinant at `x + h y i` equals
`h ^ ((n + 1) n / 2)` times the Vandermonde product of the `y i`, for every `h`. -/
theorem slater_monomial (n : ℕ) (x h : ℝ) (y : Fin (n + 1) → ℝ) :
    slater (fun (j : Fin (n + 1)) t => t ^ (j : ℕ)) (fun i => x + h * y i) =
      h ^ ((n + 1) * n / 2) * ∏ i, ∏ k ∈ Finset.Ioi i, (y k - y i) := by
  have h1 : slater (fun (j : Fin (n + 1)) t => t ^ (j : ℕ)) (fun i => x + h * y i) =
      (Matrix.vandermonde fun i => x + h * y i).det := rfl
  -- a common shift of all electrons drops out
  have h2 : (Matrix.vandermonde fun i => x + h * y i).det =
      (Matrix.vandermonde fun i => h * y i).det := by
    simp only [Matrix.det_vandermonde, add_sub_add_left_eq_sub]
  have h3 : (Matrix.vandermonde fun i => h * y i) =
      Matrix.vandermonde y * Matrix.diagonal (fun k : Fin (n + 1) => h ^ (k : ℕ)) := by
    ext i k
    rw [Matrix.mul_diagonal, Matrix.vandermonde_apply, Matrix.vandermonde_apply, mul_pow, mul_comm]
  rw [h1, h2, h3, Matrix.det_mul, Matrix.det_diagonal, prod_powers, Matrix.det_vandermonde,
    mul_comm]

end

end SlaterCoalescence
```

```lean
#print axioms SlaterCoalescence.coalescence_law_polynomial
#print axioms SlaterCoalescence.ratio_universal
#print axioms SlaterCoalescence.slater_monomial
```

```
'SlaterCoalescence.coalescence_law_polynomial' depends on axioms: [propext, Classical.choice, Quot.sound]
'SlaterCoalescence.ratio_universal' depends on axioms: [propext, Classical.choice, Quot.sound]
'SlaterCoalescence.slater_monomial' depends on axioms: [propext, Classical.choice, Quot.sound]
```

### From the stencils to the determinant in Lean

`taylor_remainder` supplies \(R_i(h)/h^k\to0\). It takes Mathlib's Taylor theorem with little-o remainder, composes it with \(h\mapsto x+hy\), and writes \((hy)^n=(h^{n-k}y^n)\,h^k\). The bracket is bounded near \(h=0\), so an error negligible against \((hy)^n\) is negligible against \(h^k\).

`stencil_tendsto` adds these limits with weights `W k i`. Its step `hk` reads the relation \(\sum_i W_{ki}y_i^m=\delta_{km}\) off the hypothesis `hW`, and `key` exchanges the two sums so that only \(h^kc_k\) remains of the Taylor polynomial. Dividing by \(h^k\) uses \(h\neq0\), which the punctured neighbourhood provides.

`prod_powers` multiplies the row scales to \(h^{(n+1)n/2}\).

`coalescence_law` splits on whether `y` is injective. In the injective case, `hG` is the entrywise convergence of \(G(h)\), `hc` the continuity of the determinant, `hfac` the factorisation of \(G(h)\), and `hdet` the identity \(\det W\det V=1\). The closing `linear_combination` puts `hdet` into the product of determinants. In the other case, `Matrix.det_zero_of_row_eq` handles the two equal rows.

For polynomials, `hd` shows by induction on the order that analytic and formal derivatives agree, and `hp` shows that polynomials are smooth enough for the general law to apply.

`ratio_universal` divides one instance of the law by another. The Vandermonde product cancels because the \(y_i\) are distinct, and the power of \(h\) cancels because \(h\neq0\).

`slater_monomial` needs no limit. The determinant is itself a Vandermonde determinant, so the common shift \(x\) drops out of the differences (`h2`), and column \(k\) then releases a factor \(h^k\) (`h3`).
